# An injective dielectric operator 1 + L with L of rank m is solved within m + 1 Krylov vectors

Let $L$ be a linear map of finite rank $m$ on a vector space, and let $A = 1 + L$ be injective. Then for every $r$ the equation $Az = r$ has exactly one solution, and it lies in the span of $r, Ar, \dots, A^m r$. The space itself may have any dimension, finite or infinite.

In self-consistent-field (SCF) calculations such an equation arises when the iteration is linearised about the current density. There $r$ is the density residual, $z$ is the Newton correction and $A$ is the dielectric operator. If the linearised response has exactly rank $m$ and $A$ is injective, the correction is therefore a linear combination of the $m+1$ vectors $r, Ar, \dots, A^m r$, however large the basis is. Finding the coefficients may take a further application of $A$.

## The operator and its Krylov spaces

```lean
import Mathlib

open Polynomial

namespace FiniteRankDielectric

noncomputable section

variable {K V : Type*} [Field K] [AddCommGroup V] [Module K V]
```

The scalars form an arbitrary field $K$, so real and complex spaces are both included, and $V$ is a vector space over $K$. No dimension is fixed and no inner product is assumed.

```lean
/-- The dielectric operator `1 + L` belonging to the response `L`. -/
def dielectric (L : Module.End K V) : Module.End K V := 1 + L
```

`Module.End K V` is the type of linear maps from $V$ to itself. Its product is composition and its `1` is the identity, so `dielectric L` is $A = 1 + L$. With the independent-particle response $\chi_0$ and the interaction kernel $K_{\mathrm{Hxc}}$, one would take $L = -\chi_0 K_{\mathrm{Hxc}}$; the main theorem assumes nothing about $L$ except that it is linear, has finite rank and makes $1 + L$ injective.

```lean
/-- The Krylov space spanned by the `n` vectors `r, A r, ..., A^(n-1) r`. -/
def krylov (A : Module.End K V) (r : V) (n : ℕ) : Submodule K V :=
  Submodule.span K (Set.range fun i : Fin n => (A ^ (i : ℕ)) r)
```

`Fin n` holds the indices $0, \dots, n-1$. Thus `krylov A r n` is the span of the $n$ vectors $r, Ar, \dots, A^{n-1}r$, and the space in the main result is the one with $n = m+1$.

## Krylov vectors as polynomials

```lean
/-- A polynomial in `A` with coefficients `g i`, applied to `r`, is the combination of
Krylov vectors with the same coefficients. -/
theorem aeval_coefficients (A : Module.End K V) (r : V) {n : ℕ} (g : Fin n → K) :
    aeval A (∑ i : Fin n, C (g i) * X ^ (i : ℕ)) r = ∑ i, g i • (A ^ (i : ℕ)) r := by
  simp only [map_sum, map_mul, map_pow, aeval_C, aeval_X, LinearMap.sum_apply,
    Module.End.mul_apply, Module.algebraMap_end_apply]
```

For coefficients $g_0, \dots, g_{n-1}$ put $p(x) = \sum_i g_i x^i$. The lemma says that $p(A)r = \sum_i g_i A^i r$. In Lean, $p(A)$ is written `aeval A p`, and `•` is multiplication of a vector by a scalar.

`aeval A` is the device that carries the whole argument. It sends the variable `X` to $A$ and a constant to the corresponding multiple of the identity, and it respects sums and products: $(pq)(A) = p(A)\,q(A)$. A factorisation of polynomials thus becomes a composition of operators, through the single rewriting rule `map_mul`. Degree and coefficients meanwhile stay with the polynomial, which can be nonzero even when $p(A)r = 0$.

```lean
/-- The Krylov space of `n` vectors consists of the vectors `p(A) r` with `p` a polynomial
of degree less than `n`. -/
theorem mem_krylov_iff (A : Module.End K V) (r v : V) (n : ℕ) :
    v ∈ krylov A r n ↔ ∃ p : K[X], p.degree < n ∧ aeval A p r = v := by
  constructor
  · intro h
    obtain ⟨g, hg⟩ := (Submodule.mem_span_range_iff_exists_fun K).1 h
    exact ⟨_, degree_sum_fin_lt g, (aeval_coefficients A r g).trans hg⟩
  · rintro ⟨p, hp, rfl⟩
    rw [aeval_eq_sum_range, LinearMap.sum_apply]
    refine Submodule.sum_mem _ fun i _ => ?_
    rw [LinearMap.smul_apply]
    by_cases h : p.coeff i = 0
    · rw [h, zero_smul]
      exact Submodule.zero_mem _
    · have hi : i < n := by exact_mod_cast (le_degree_of_ne_zero h).trans_lt hp
      exact Submodule.smul_mem _ _ (Submodule.subset_span ⟨⟨i, hi⟩, rfl⟩)
```

A vector $v$ lies in the Krylov space of $n$ vectors exactly when $v = p(A)r$ for some polynomial $p$ of degree less than $n$. From left to right, the coefficients of a linear combination define $p$. From right to left, $p(A)r$ is expanded into powers, and each power with a nonzero coefficient has an exponent below $n$. The zero polynomial has degree $-\infty$ here, so for $n = 0$ the statement correctly gives only $v = 0$.

## A polynomial that annihilates r

```lean
/-- For a response of finite rank `m`, some nonzero polynomial of degree at most `m + 1` in the
dielectric operator annihilates the given vector `r`. -/
theorem exists_annihilator (L : Module.End K V) [FiniteDimensional K (LinearMap.range L)]
    (r : V) : ∃ q : K[X], q ≠ 0 ∧ q.natDegree ≤ Module.finrank K (LinearMap.range L) + 1 ∧
      aeval (dielectric L) q r = 0 := by
  set m := Module.finrank K (LinearMap.range L) with hm
  -- m + 1 vectors in the m-dimensional range of L are dependent
  let v : Fin (m + 1) → LinearMap.range L :=
    fun i => ⟨L ((dielectric L ^ (i : ℕ)) r), LinearMap.mem_range_self L _⟩
  have hv : ¬ LinearIndependent K v := by
    intro h
    have h1 := h.fintype_card_le_finrank
    rw [Fintype.card_fin] at h1
    omega
  obtain ⟨g, hg, i, hi⟩ := Fintype.not_linearIndependent_iff.1 hv
  have h0 : L (∑ i, g i • (dielectric L ^ (i : ℕ)) r) = 0 := by
    have h := congrArg (Submodule.subtype (LinearMap.range L)) hg
    simpa only [map_sum, map_smul, map_zero, Submodule.subtype_apply, v] using h
  let c : K[X] := ∑ i : Fin (m + 1), C (g i) * X ^ (i : ℕ)
  have hc : c ≠ 0 := by
    intro h
    have h1 : c.coeff i = g i := by
      simp [c, finsetSum_coeff, coeff_X_pow, Fin.val_inj]
    exact hi (by rw [← h1, h, coeff_zero])
  have hd : c.natDegree < m + 1 := (natDegree_lt_iff_degree_lt hc).2 (degree_sum_fin_lt g)
  refine ⟨(X - C 1) * c, mul_ne_zero (X_sub_C_ne_zero 1) hc, ?_, ?_⟩
  · have h := natDegree_mul_le (p := (X - C 1 : K[X])) (q := c)
    rw [natDegree_X_sub_C] at h
    omega
  · -- the factor X - 1 stands for the response L itself
    have hL : aeval (dielectric L) (X - C 1 : K[X]) = L := by
      simp [dielectric]
    rw [map_mul, hL, Module.End.mul_apply, aeval_coefficients]
    exact h0
```

The claim is that some polynomial $q \neq 0$ of degree at most $m+1$ satisfies $q(A)r = 0$.

The $m+1$ vectors $LA^i r$, with $i = 0, \dots, m$, all lie in the range of $L$, which has dimension $m$. They are therefore dependent: there are $g_i$, not all zero, with

$$\sum_{i=0}^{m} g_i\, L A^i r = 0 .$$

Put $c(x) = \sum_i g_i x^i$, which is nonzero and has degree at most $m$. Since $L = A - 1$, the relation reads $(A-1)\,c(A)\,r = 0$, and $q(x) = (x-1)\,c(x)$ does what is required.

In the code `v` is the family $LA^i r$, `hv` is its dependence, and `h0` is the relation with $L$ pulled out of the sum. The step `hL` identifies the factor $x - 1$ with $L$. Finite rank enters as the bracketed assumption `FiniteDimensional K (LinearMap.range L)`, and $m$ is the `finrank` of that range.

## From the annihilator to the solution

```lean
/-- If `A` is injective and a nonzero polynomial of degree at most `n` in `A` annihilates `r`,
then `A z = r` has a solution among the combinations of the first `n` Krylov vectors. -/
theorem solve_of_annihilator (A : Module.End K V) (hA : Function.Injective A) (r : V) (n : ℕ)
    (q : K[X]) (hq : q ≠ 0) (hn : q.natDegree ≤ n) (h : aeval A q r = 0) :
    ∃ z ∈ krylov A r n, A z = r := by
  induction n generalizing q with
  | zero =>
    have e := eq_C_of_natDegree_le_zero hn
    have hc : q.coeff 0 ≠ 0 := fun h0 => hq (by rw [e, h0, C_0])
    rw [e, aeval_C, Module.algebraMap_end_apply] at h
    have hr : r = 0 := (smul_eq_zero.1 h).resolve_left hc
    exact ⟨0, Submodule.zero_mem _, by rw [map_zero, hr]⟩
  | succ n ih =>
    have e : q = X * q.divX + C (q.coeff 0) := by
      rw [X_mul]
      exact (divX_mul_X_add q).symm
    have key : A (aeval A q.divX r) + q.coeff 0 • r = 0 := by
      rw [e] at h
      simpa only [map_add, map_mul, aeval_X, aeval_C, LinearMap.add_apply,
        Module.End.mul_apply, Module.algebraMap_end_apply] using h
    have hd : q.divX.natDegree ≤ n := natDegree_le_iff_coeff_eq_zero.2 fun N hN => by
      rw [coeff_divX]
      exact coeff_eq_zero_of_natDegree_lt (by omega)
    have hlt : (n : WithBot ℕ) < ((n + 1 : ℕ) : WithBot ℕ) := by
      exact_mod_cast Nat.lt_succ_self n
    by_cases hc : q.coeff 0 = 0
    · -- no constant term: cancel one factor of A
      rw [hc, zero_smul, add_zero] at key
      have hx : q.divX ≠ 0 := fun h0 => hq (by rw [e, h0, hc, mul_zero, C_0, add_zero])
      obtain ⟨z, hz, hAz⟩ := ih q.divX hx hd (hA (by rw [key, map_zero]))
      obtain ⟨p, hp, hpz⟩ := (mem_krylov_iff A r z n).1 hz
      exact ⟨z, (mem_krylov_iff A r z (n + 1)).2 ⟨p, hp.trans hlt, hpz⟩, hAz⟩
    · -- nonzero constant term: solve the relation for r
      refine ⟨(-(q.coeff 0)⁻¹) • aeval A q.divX r, Submodule.smul_mem _ _
        ((mem_krylov_iff A r _ (n + 1)).2
          ⟨q.divX, (degree_le_of_natDegree_le hd).trans_lt hlt, rfl⟩), ?_⟩
      rw [map_smul, eq_neg_of_add_eq_zero_left key, smul_neg, neg_smul, neg_neg, smul_smul,
        inv_mul_cancel₀ hc, one_smul]
```

Now $A$ is any injective linear map, and $q \neq 0$ has degree at most $n$ with $q(A)r = 0$. The lemma finds a solution of $Az = r$ among the combinations of the first $n$ Krylov vectors, by induction on $n$.

For $n = 0$ the polynomial is a nonzero constant, so $r = 0$ and $z = 0$ is a solution.

For the step to $n+1$, split off the constant term: $q(x) = x\,s(x) + q_0$, where $s$ has degree at most $n$. Then

$$A\,s(A)\,r + q_0\, r = 0 .$$

- If $q_0 \neq 0$, then $z = -q_0^{-1} s(A) r$ satisfies $Az = r$, and it lies in the span of the first $n+1$ Krylov vectors.
- If $q_0 = 0$, then $A\,s(A)r = 0$, and injectivity gives $s(A)r = 0$. Here $s \neq 0$, so the induction hypothesis applies to $s$ and yields a solution that already lies in the smaller Krylov space.

Lean writes $s$ as `q.divX` and the relation as `key`; `by_cases` separates the two cases. The words `generalizing q` let the induction hypothesis be used for $s$ in place of $q$.

```lean
/-- If the response `L` has finite rank `m` and `A = 1 + L` is injective, then for every `r` the
equation `A z = r` has exactly one solution, and it lies in the span of `r, A r, ..., A^m r`. -/
theorem krylov_solves (L : Module.End K V) [FiniteDimensional K (LinearMap.range L)]
    (hA : Function.Injective (dielectric L)) (r : V) :
    ∃ z ∈ krylov (dielectric L) r (Module.finrank K (LinearMap.range L) + 1),
      dielectric L z = r ∧ ∀ y, dielectric L y = r → y = z := by
  obtain ⟨q, hq, hd, h⟩ := exists_annihilator L r
  obtain ⟨z, hz, hAz⟩ := solve_of_annihilator _ hA r _ q hq hd h
  exact ⟨z, hz, hAz, fun y hy => hA (hy.trans hAz.symm)⟩
```

This is the main theorem. Read in order, it says that there is a $z$ in the span of $r, \dots, A^m r$ with $Az = r$, and that every $y$ with $Ay = r$ equals $z$. The proof feeds the annihilator into the previous lemma; uniqueness is injectivity once more.

The hypothesis `hA` says that $-1$ is not an eigenvalue of $L$. Physically, no nonzero density change leaves the linearised residual unchanged. Some condition on $A$ is needed: for $L = -1$ on a one-dimensional space $A = 0$, and no $r \neq 0$ can be reached.

The smallest cases are familiar. For $m = 0$ there is no response and $z = r$. For $m = 1$ the range of $L$ is spanned by one vector $u$, with $Lu = \lambda u$ and $\lambda \neq -1$, and

$$z = r - \frac{Lr}{1+\lambda} = r - \frac{Ar - r}{1+\lambda},$$

a combination of $r$ and $Ar$.

The rank is meant exactly. A response that is only close to rank $m$ would need an error estimate, and the theorem speaks neither of rounding nor of the nonlinear SCF iteration.

## Minimal residuals

```lean
/-- For an injective `1 + L` with `L` of finite rank `m`, a vector whose residual norm is no larger
than that of any vector in the span of the first `m + 1` Krylov vectors is an exact solution. -/
theorem minimal_residual_exact {E : Type*} [NormedAddCommGroup E] [NormedSpace ℝ E]
    (L : Module.End ℝ E) [FiniteDimensional ℝ (LinearMap.range L)]
    (hA : Function.Injective (dielectric L)) (r z : E)
    (hz : ∀ w ∈ krylov (dielectric L) r (Module.finrank ℝ (LinearMap.range L) + 1),
      ‖r - dielectric L z‖ ≤ ‖r - dielectric L w‖) : dielectric L z = r := by
  obtain ⟨w, hw, hAw, _⟩ := krylov_solves L hA r
  have h := hz w hw
  rw [hAw, sub_self, norm_zero] at h
  exact (sub_eq_zero.1 (norm_le_zero_iff.1 h)).symm
```

Here the space is real and carries a norm, which need not come from an inner product. Suppose that the residual norm $\lVert r - Az \rVert$ is no larger than $\lVert r - Aw \rVert$ for every $w$ in the span of the first $m+1$ Krylov vectors. Then $Az = r$. Indeed, the main theorem supplies a $w$ in that span with zero residual, so $\lVert r - Az \rVert \le 0$. A minimal-residual method started from zero produces such a $z$ once its search space is this span.

## A response that needs all m + 1 vectors

```lean
/-- The diagonal response on `m + 1` modes with strengths `0, 1, ..., m`. -/
def ladder (m : ℕ) : Module.End ℝ (Fin (m + 1) → ℝ) :=
  (Matrix.diagonal fun i : Fin (m + 1) => ((i : ℕ) : ℝ)).mulVecLin
```

The ladder response acts on $m+1$ modes, numbered $i = 0, \dots, m$, and multiplies mode $i$ by $i$.

```lean
/-- A polynomial in the dielectric operator of the ladder response multiplies mode `i` by the
value of the polynomial at `i + 1`. -/
theorem ladder_aeval (m : ℕ) (p : ℝ[X]) (v : Fin (m + 1) → ℝ) (i : Fin (m + 1)) :
    aeval (dielectric (ladder m)) p v i = p.eval (((i : ℕ) : ℝ) + 1) * v i := by
  have h1 : ∀ w : Fin (m + 1) → ℝ,
      dielectric (ladder m) w i = (((i : ℕ) : ℝ) + 1) * w i := by
    intro w
    simp only [dielectric, ladder, LinearMap.add_apply, Module.End.one_apply, Pi.add_apply,
      Matrix.mulVecLin_apply, Matrix.mulVec_diagonal]
    ring
  have h2 : ∀ k : ℕ, (dielectric (ladder m) ^ k) v i = (((i : ℕ) : ℝ) + 1) ^ k * v i := by
    intro k
    induction k with
    | zero => simp
    | succ k ih => rw [pow_succ', Module.End.mul_apply, h1, ih, pow_succ']; ring
  rw [aeval_eq_sum_range, eval_eq_sum_range]
  simp only [LinearMap.sum_apply, LinearMap.smul_apply, Finset.sum_apply, Pi.smul_apply,
    smul_eq_mul, h2, Finset.sum_mul, mul_assoc]
```

The dielectric operator multiplies mode $i$ by $i+1$, so $p(A)$ multiplies it by $p(i+1)$. The code shows this first for $A$ (`h1`), then for its powers by induction (`h2`), and then sums over the terms of $p$.

```lean
/-- For every `m` the ladder response has rank `m` and an injective dielectric operator, yet with
the all-ones right-hand side no solution lies in the span of the first `m` Krylov vectors. -/
theorem krylov_sharp (m : ℕ) :
    Module.finrank ℝ (LinearMap.range (ladder m)) = m ∧
    Function.Injective (dielectric (ladder m)) ∧
    ∀ z, dielectric (ladder m) z = (fun _ => 1) →
      z ∉ krylov (dielectric (ladder m)) (fun _ => 1) m := by
  have hX : ∀ (v : Fin (m + 1) → ℝ) i,
      dielectric (ladder m) v i = (((i : ℕ) : ℝ) + 1) * v i := by
    intro v i
    simpa only [aeval_X, eval_X] using ladder_aeval m X v i
  refine ⟨?_, ?_, ?_⟩
  · have hc : Fintype.card {i : Fin (m + 1) // ((i : ℕ) : ℝ) ≠ 0} = m := by
      rw [Fintype.card_subtype]
      have hs : (Finset.univ.filter fun i : Fin (m + 1) => ((i : ℕ) : ℝ) ≠ 0)
          = Finset.univ.erase 0 := by
        ext i
        simp only [Finset.mem_filter, Finset.mem_univ, true_and, Finset.mem_erase, and_true,
          ne_eq, Nat.cast_eq_zero]
        exact not_congr ⟨fun h => Fin.ext h, fun h => congrArg Fin.val h⟩
      rw [hs, Finset.card_erase_of_mem (Finset.mem_univ _), Finset.card_univ, Fintype.card_fin]
      omega
    change (Matrix.diagonal fun i : Fin (m + 1) => ((i : ℕ) : ℝ)).rank = m
    rw [Matrix.rank_diagonal]
    convert hc
  · intro v w h
    ext i
    have hi := congrFun h i
    rw [hX, hX] at hi
    exact mul_left_cancel₀ (by positivity) hi
  · intro z hz hmem
    obtain ⟨p, hp, rfl⟩ := (mem_krylov_iff _ _ _ _).1 hmem
    -- x p(x) - 1 has degree at most m but vanishes at 1, ..., m + 1
    have hd : (X * p - 1 : ℝ[X]).natDegree ≤ m :=
      natDegree_le_iff_coeff_eq_zero.2 fun N hN => by
        obtain ⟨k, rfl⟩ : ∃ k, N = k + 1 := ⟨N - 1, by omega⟩
        have hk : (m : WithBot ℕ) ≤ (k : WithBot ℕ) := by
          exact_mod_cast Nat.lt_succ_iff.1 hN
        rw [coeff_sub, coeff_X_mul, coeff_eq_zero_of_degree_lt (hp.trans_le hk), coeff_one]
        simp
    have hinj : Function.Injective fun i : Fin (m + 1) => ((i : ℕ) : ℝ) + 1 := by
      intro i j hij
      have h : ((i : ℕ) : ℝ) = ((j : ℕ) : ℝ) := add_right_cancel hij
      exact Fin.ext (by exact_mod_cast h)
    have h0 : (X * p - 1 : ℝ[X]) = 0 := by
      refine eq_zero_of_natDegree_lt_card_of_eval_eq_zero _ hinj (fun i => ?_) ?_
      · have hi := congrFun hz i
        rw [hX, ladder_aeval, mul_one] at hi
        rw [eval_sub, eval_mul, eval_X, eval_one, hi, sub_self]
      · rw [Fintype.card_fin]
        omega
    have h1 := congrArg (eval 0) h0
    simp at h1

end

end FiniteRankDielectric
```

The theorem has three parts: the ladder response has rank $m$, its $A$ is injective, and for $r = (1, \dots, 1)$ no solution lies in the span of the first $m$ Krylov vectors. The number $m+1$ therefore can't be lowered for all responses of rank $m$, although particular $L$ and $r$ may need fewer vectors.

The rank is the number of nonzero diagonal entries, and injectivity holds because every $i+1$ is positive. For the third part, suppose that $z = p(A)r$ with $\deg p < m$ solves the equation. Reading off mode $i$ gives

$$(i+1)\,p(i+1) = 1, \qquad i = 0, \dots, m .$$

So $x\,p(x) - 1$, of degree at most $m$, has the $m+1$ distinct roots $1, \dots, m+1$ and must be the zero polynomial. At $x = 0$, however, it equals $-1$. In the code `hd` is the degree bound, `hinj` says that the roots are distinct, `h0` concludes that the polynomial vanishes, and the last two lines evaluate it at zero.

```lean
#print axioms FiniteRankDielectric.minimal_residual_exact
#print axioms FiniteRankDielectric.krylov_sharp
```

```
'FiniteRankDielectric.minimal_residual_exact' depends on axioms: [propext, Classical.choice, Quot.sound]
'FiniteRankDielectric.krylov_sharp' depends on axioms: [propext, Classical.choice, Quot.sound]
```
